# A Summable Kinetic Stencil with Alternating Signs Reaches Its Gershgorin Edge at t = π

Take an infinite one-dimensional grid with uniform spacing h and a grid function ψ with complex values ψ_j, j ∈ ℤ. A symmetric stencil is a real sequence c₀, c₁, c₂, … that acts on ψ by

(Tψ)_j = c₀ψ_j + Σ_{m≥1} c_m(ψ_{j+m} + ψ_{j−m}).

For the kinetic operator −½ d²/dx² in atomic units, the energies are in units of 1/h². The sequence c is assumed summable, which for real series in Lean's sense means absolutely summable. Two quantities are compared, the symbol s and the edge G:

s(t) = c₀ + 2 Σ_{m≥1} c_m cos(mt),

G = c₀ + 2 Σ_{m≥1} |c_m|.

All rows of T are alike, so they share one Gershgorin disc, with centre c₀ and radius 2Σ|c_m|; G is its right end. Gershgorin's theorem for finite matrices is not used here, and the bounds are derived directly.

The claim is that s(t) ≤ G for every t, and that s(π) = G exactly when (−1)^m c_m ≥ 0 for all m ≥ 1. If this sign rule holds and c₀ ≥ 0, every eigenvalue of T with a nonzero bounded eigenfunction has modulus at most s(π).

A Chebyshev filter for the lowest eigenvalues is commonly set up with an upper bound on the spectrum. For the kinetic term alone, on this infinite one-dimensional grid, the Gershgorin edge G is such a bound, and under the sign rule a plane wave attains it.

## From plane waves to the eigenvalue bound

Let ψ_j = exp(ijt), where t is the phase advance per grid step. The two neighbours at distance m give

exp(i(j+m)t) + exp(i(j−m)t) = 2 cos(mt) exp(ijt),

so (Tψ)_j = s(t)ψ_j. The series converges because |c_m cos(mt)| ≤ |c_m|. The same estimate, summed over m, gives s(t) ≤ G.

At t = π the cosine is (−1)^m, and therefore

G − s(π) = 2 Σ_{m≥1} (|c_m| − (−1)^m c_m).

No term of this sum is negative. If the sum vanishes, every term does, so (−1)^m c_m = |c_m| ≥ 0. Conversely, the sign rule makes every term zero. Physically, t = π is the shortest wave on the grid, ψ_j = (−1)^j, and under the sign rule no neighbour's term lowers its energy.

For the last part of the claim, let Tψ = Eψ with ψ bounded and nonzero, and let S = sup_j |ψ_j| > 0. With c₀ ≥ 0 the triangle inequality gives

|E| |ψ_j| = |(Tψ)_j| ≤ c₀S + Σ_{m≥1} |c_m| · 2S = GS.

Taking the supremum over j gives |E|S ≤ GS, hence |E| ≤ G = s(π). The sign of c₀ matters only here: for c₀ = −1 and all other coefficients zero, the eigenvalue −1 has modulus 1, while s(π) = −1.

## The five-point stencil in numbers

The coefficients (5/4, −2/3, 1/24) obey the sign rule, and

s(π) = 5/4 + 2(2/3 + 1/24) = 5/4 + 17/12 = 8/3.

At t = π/2 the symbol is only 5/4 − 2/24 = 7/6. With h = 0.2 bohr, 1/h² is 25 hartree, so the largest value of the symbol is about 66.7 hartree.

The three-point stencil (1, −1/2) gives 1 + 2 · 1/2 = 2. For the sinc stencil, with c₀ = π²/6 and c_m = (−1)^m/m², the series Σ1/m² = π²/6 gives

G = π²/6 + 2 · π²/6 = π²/2.

## Stencil, symbol and edge in Lean

```lean
import Mathlib

open scoped Real

namespace KineticStencil

noncomputable section
```

A stencil is a function `c : ℕ → ℝ` and a grid function is `ψ : ℤ → ℂ`. Lean's summation index n starts at zero, so the distance is m = n + 1 in the sums and in the sign rule, while the docstrings write n for the distance itself.

```lean
/-- The symmetric stencil with coefficients `c` acting on a function on an infinite uniform grid,
in units of the inverse squared spacing. -/
def kinetic (c : ℕ → ℝ) (ψ : ℤ → ℂ) (j : ℤ) : ℂ :=
  (c 0 : ℂ) * ψ j + ∑' n : ℕ, (c (n + 1) : ℂ) * (ψ (j + (n + 1 : ℕ)) + ψ (j - (n + 1 : ℕ)))

/-- The plane wave with phase advance `t` per grid step. -/
def planeWave (t : ℝ) (j : ℤ) : ℂ := Complex.exp (((j : ℝ) * t : ℝ) * Complex.I)

/-- The symbol of the stencil, `c₀ + 2 ∑ cₙ cos (n t)`. -/
def symbol (c : ℕ → ℝ) (t : ℝ) : ℝ :=
  c 0 + 2 * ∑' n : ℕ, c (n + 1) * Real.cos (((n + 1 : ℕ) : ℝ) * t)

/-- The upper Gershgorin edge: the diagonal coefficient plus the absolute off-diagonal row sum. -/
def gershgorin (c : ℕ → ℝ) : ℝ := c 0 + 2 * ∑' n : ℕ, |c (n + 1)|

/-- The off-diagonal coefficients follow the sign rule `(-1)ⁿ cₙ ≥ 0` for `n ≥ 1`. -/
def Alternating (c : ℕ → ℝ) : Prop := ∀ n : ℕ, 0 ≤ (-1 : ℝ) ^ (n + 1) * c (n + 1)
```

The spacing h does not appear, since energies are measured in 1/h². `Alternating` allows zero coefficients, so finite stencils are included, and it puts no condition on `c 0`.

## Plane waves as eigenfunctions

The cosine series is dominated by the absolute values of the coefficients.

```lean
/-- For a summable stencil the cosine series of the symbol converges. -/
theorem summable_cos {c : ℕ → ℝ} (hc : Summable c) (t : ℝ) :
    Summable fun n : ℕ => c (n + 1) * Real.cos (((n + 1 : ℕ) : ℝ) * t) := by
  have ha : Summable fun n : ℕ => |c (n + 1)| := ((summable_nat_add_iff 1).2 hc).abs
  refine Summable.of_norm_bounded (g := fun n : ℕ => |c (n + 1)|) ha fun n => ?_
  rw [Real.norm_eq_abs, abs_mul]
  exact mul_le_of_le_one_right (abs_nonneg _) (Real.abs_cos_le_one _)
```

In the next proof, `hpw` is the identity for the two neighbours at distance m. The common factor `2 * planeWave t j` is then taken out of the series.

```lean
/-- A plane wave is an eigenfunction of a summable stencil, with the symbol as eigenvalue. -/
theorem kinetic_planeWave {c : ℕ → ℝ} (hc : Summable c) (t : ℝ) (j : ℤ) :
    kinetic c (planeWave t) j = (symbol c t : ℂ) * planeWave t j := by
  -- the two neighbours at distance m combine to a cosine
  have hpw : ∀ m : ℕ, planeWave t (j + (m : ℤ)) + planeWave t (j - (m : ℤ)) =
      2 * ((Real.cos ((m : ℝ) * t) : ℝ) : ℂ) * planeWave t j := by
    intro m
    unfold planeWave
    have h1 : ((((j + (m : ℤ) : ℤ) : ℝ) * t : ℝ) : ℂ) * Complex.I =
        (((j : ℝ) * t : ℝ) : ℂ) * Complex.I + (((m : ℝ) * t : ℝ) : ℂ) * Complex.I := by
      push_cast; ring
    have h2 : ((((j - (m : ℤ) : ℤ) : ℝ) * t : ℝ) : ℂ) * Complex.I =
        (((j : ℝ) * t : ℝ) : ℂ) * Complex.I + -(((m : ℝ) * t : ℝ) : ℂ) * Complex.I := by
      push_cast; ring
    rw [h1, h2, Complex.exp_add, Complex.exp_add, Complex.ofReal_cos, Complex.cos]
    ring
  have hs := (Complex.ofRealCLM.hasSum (summable_cos hc t).hasSum).mul_left (2 * planeWave t j)
  have e : ∀ n : ℕ, (c (n + 1) : ℂ) *
      (planeWave t (j + (n + 1 : ℕ)) + planeWave t (j - (n + 1 : ℕ))) =
      2 * planeWave t j *
        Complex.ofRealCLM (c (n + 1) * Real.cos (((n + 1 : ℕ) : ℝ) * t)) := by
    intro n
    rw [hpw]
    simp only [Complex.ofRealCLM_apply, Complex.ofReal_mul]
    ring
  have h3 := (tsum_congr e).trans hs.tsum_eq
  unfold kinetic symbol
  rw [h3]
  simp only [Complex.ofRealCLM_apply, Complex.ofReal_add, Complex.ofReal_mul,
    Complex.ofReal_ofNat]
  ring
```

## The upper bound and when it is attained

The first theorem compares the two series term by term and holds for every real t.

```lean
/-- The symbol of a summable stencil never exceeds the upper Gershgorin edge. -/
theorem symbol_le_gershgorin {c : ℕ → ℝ} (hc : Summable c) (t : ℝ) :
    symbol c t ≤ gershgorin c := by
  have ha : Summable fun n : ℕ => |c (n + 1)| := ((summable_nat_add_iff 1).2 hc).abs
  have h : ∑' n : ℕ, c (n + 1) * Real.cos (((n + 1 : ℕ) : ℝ) * t) ≤ ∑' n : ℕ, |c (n + 1)| := by
    refine Summable.tsum_le_tsum (fun n => ?_) (summable_cos hc t) ha
    refine (le_abs_self _).trans ?_
    rw [abs_mul]
    exact mul_le_of_le_one_right (abs_nonneg _) (Real.abs_cos_le_one _)
  unfold symbol gershgorin
  linarith
```

In the equivalence, `hcos` replaces the cosine at π by the alternating sign, and `hb` states that no difference is negative. For the forward direction, `le_hasSum` bounds a single difference by the whole sum, which is zero. The reverse direction identifies the two series term by term.

```lean
/-- For a summable stencil, the symbol at `t = π` equals the upper Gershgorin edge exactly when
the off-diagonal coefficients follow the alternating sign rule. -/
theorem symbol_pi_eq_iff {c : ℕ → ℝ} (hc : Summable c) :
    symbol c π = gershgorin c ↔ Alternating c := by
  have ha : Summable fun n : ℕ => |c (n + 1)| := ((summable_nat_add_iff 1).2 hc).abs
  have hcos : ∀ n : ℕ, c (n + 1) * Real.cos (((n + 1 : ℕ) : ℝ) * π) =
      (-1 : ℝ) ^ (n + 1) * c (n + 1) := by
    intro n
    rw [Real.cos_nat_mul_pi, mul_comm]
  have hb : ∀ n : ℕ, c (n + 1) * Real.cos (((n + 1 : ℕ) : ℝ) * π) ≤ |c (n + 1)| := by
    intro n
    rw [hcos]
    refine (le_abs_self _).trans (le_of_eq ?_)
    rw [abs_mul, abs_neg_one_pow, one_mul]
  constructor
  · intro h n
    unfold symbol gershgorin at h
    -- a vanishing sum of nonnegative differences has only vanishing terms
    have h0 : (∑' n : ℕ, |c (n + 1)|) -
        ∑' n : ℕ, c (n + 1) * Real.cos (((n + 1 : ℕ) : ℝ) * π) = 0 := by linarith
    have hd := ha.hasSum.sub (summable_cos hc π).hasSum
    rw [h0] at hd
    have hn : |c (n + 1)| - c (n + 1) * Real.cos (((n + 1 : ℕ) : ℝ) * π) ≤ 0 :=
      le_hasSum hd n (fun m _ => sub_nonneg.2 (hb m))
    rw [hcos] at hn
    linarith [abs_nonneg (c (n + 1))]
  · intro h
    have e : ∑' n : ℕ, c (n + 1) * Real.cos (((n + 1 : ℕ) : ℝ) * π) =
        ∑' n : ℕ, |c (n + 1)| := tsum_congr fun n => by
      rw [hcos, ← abs_of_nonneg (h n), abs_mul, abs_neg_one_pow, one_mul]
    unfold symbol gershgorin
    rw [e]
```

`IsGreatest` says that the edge is a value of the symbol, here attained at π, and that no value exceeds it.

```lean
/-- For a summable stencil with alternating off-diagonal signs, the upper Gershgorin edge is the
greatest value of the symbol. -/
theorem isGreatest_symbol {c : ℕ → ℝ} (hc : Summable c) (h : Alternating c) :
    IsGreatest (Set.range (symbol c)) (gershgorin c) := by
  refine ⟨⟨π, (symbol_pi_eq_iff hc).2 h⟩, ?_⟩
  rintro _ ⟨t, rfl⟩
  exact symbol_le_gershgorin hc t
```

## Bounded eigenfunctions

The triangle inequality becomes a bound on the stencil's action on any grid function with |ψ_j| ≤ M.

```lean
/-- A summable stencil with `c₀ ≥ 0` enlarges the bound on a bounded grid function by at most the
factor `c₀ + 2 ∑ |cₙ|`. -/
theorem norm_kinetic_le {c : ℕ → ℝ} (hc : Summable c) (h0 : 0 ≤ c 0) {ψ : ℤ → ℂ} {M : ℝ}
    (hψ : ∀ j, ‖ψ j‖ ≤ M) (j : ℤ) : ‖kinetic c ψ j‖ ≤ gershgorin c * M := by
  have ha : Summable fun n : ℕ => |c (n + 1)| := ((summable_nat_add_iff 1).2 hc).abs
  have h1 : ‖(c 0 : ℂ) * ψ j‖ ≤ c 0 * M := by
    rw [norm_mul, Complex.norm_real, Real.norm_eq_abs, abs_of_nonneg h0]
    exact mul_le_mul_of_nonneg_left (hψ j) h0
  have h2 : ‖∑' n : ℕ, (c (n + 1) : ℂ) * (ψ (j + (n + 1 : ℕ)) + ψ (j - (n + 1 : ℕ)))‖ ≤
      (∑' n : ℕ, |c (n + 1)|) * (2 * M) := by
    refine tsum_of_norm_bounded (ha.hasSum.mul_right (2 * M)) fun n => ?_
    rw [norm_mul, Complex.norm_real, Real.norm_eq_abs]
    refine mul_le_mul_of_nonneg_left ((norm_add_le _ _).trans ?_) (abs_nonneg _)
    linarith [hψ (j + (n + 1 : ℕ)), hψ (j - (n + 1 : ℕ))]
  unfold kinetic gershgorin
  refine (norm_add_le _ _).trans ((add_le_add h1 h2).trans (le_of_eq ?_))
  ring
```

The eigenvalue `E` is allowed to be complex. The proof supposes that its modulus exceeds the edge, which makes it positive and allows division by it. In `key` every |ψ_j| is bounded by GS/|E|, and `ciSup_le` passes to the supremum, which contradicts the supposition.

```lean
/-- For a summable stencil with `c₀ ≥ 0` and alternating off-diagonal signs, an eigenvalue with a
nonzero bounded eigenfunction has modulus at most the symbol at `t = π`. -/
theorem eigenvalue_bound {c : ℕ → ℝ} (hc : Summable c) (h0 : 0 ≤ c 0) (h : Alternating c)
    {ψ : ℤ → ℂ} {M : ℝ} (hb : ∀ j, ‖ψ j‖ ≤ M) (hne : ψ ≠ 0) {E : ℂ}
    (hE : ∀ j, kinetic c ψ j = E * ψ j) : ‖E‖ ≤ symbol c π := by
  rw [(symbol_pi_eq_iff hc).2 h]
  by_contra hcon
  have hlt : gershgorin c < ‖E‖ := not_le.1 hcon
  have hG : 0 ≤ gershgorin c :=
    add_nonneg h0 (mul_nonneg zero_le_two (tsum_nonneg fun n => abs_nonneg _))
  have hEpos : 0 < ‖E‖ := hG.trans_lt hlt
  -- compare both sides of the eigenvalue equation with the supremum of the eigenfunction
  have hbd : BddAbove (Set.range fun j => ‖ψ j‖) := ⟨M, by rintro _ ⟨j, rfl⟩; exact hb j⟩
  have hS : ∀ j, ‖ψ j‖ ≤ ⨆ i, ‖ψ i‖ := fun j => le_ciSup hbd j
  obtain ⟨k, hk⟩ := Function.ne_iff.1 hne
  have hpos : 0 < ⨆ i, ‖ψ i‖ := (norm_pos_iff.2 hk).trans_le (hS k)
  have key : ∀ j, ‖ψ j‖ ≤ gershgorin c * (⨆ i, ‖ψ i‖) / ‖E‖ := by
    intro j
    rw [le_div_iff₀ hEpos, mul_comm ‖ψ j‖, ← norm_mul, ← hE j]
    exact norm_kinetic_le hc h0 hS j
  have hsup := ciSup_le key
  rw [le_div_iff₀ hEpos] at hsup
  linarith [mul_lt_mul_of_pos_right hlt hpos, mul_comm ‖E‖ (⨆ i, ‖ψ i‖)]
```

The theorem concerns bounded eigenfunctions of the kinetic stencil alone. Potentials, boundaries, non-uniform spacing and three-dimensional grids are not covered.

## Three kinetic stencils

```lean
/-- The three-point kinetic stencil `(1, -1/2)`. -/
def threePoint : ℕ → ℝ
  | 0 => 1
  | 1 => -1 / 2
  | _ => 0

/-- The five-point kinetic stencil `(5/4, -2/3, 1/24)`. -/
def fivePoint : ℕ → ℝ
  | 0 => 5 / 4
  | 1 => -2 / 3
  | 2 => 1 / 24
  | _ => 0

/-- The sinc kinetic stencil, `π²/6` on the diagonal and `(-1)ⁿ/n²` at distance `n ≥ 1`. -/
def sincStencil : ℕ → ℝ
  | 0 => π ^ 2 / 6
  | n + 1 => (-1) ^ (n + 1) / ((n + 1 : ℕ) : ℝ) ^ 2
```

For each stencil the proof checks summability (`hc`) and the sign rule (`halt`), evaluates the edge (`hg`) and applies `isGreatest_symbol`. The finite stencils reduce to one or two off-diagonal terms. The sinc stencil uses Mathlib's `hasSum_zeta_two` for the sum of inverse squares.

```lean
/-- The greatest values of the symbols of the three-point, five-point and sinc stencils are
`2`, `8/3` and `π²/2`, in units of the inverse squared spacing. -/
theorem stencil_maxima :
    IsGreatest (Set.range (symbol threePoint)) 2 ∧
    IsGreatest (Set.range (symbol fivePoint)) (8 / 3) ∧
    IsGreatest (Set.range (symbol sincStencil)) (π ^ 2 / 2) := by
  refine ⟨?_, ?_, ?_⟩
  · have hz : ∀ n : ℕ, threePoint (n + 2) = 0 := fun _ => rfl
    have hc : Summable threePoint :=
      (summable_nat_add_iff 2).1 (by simp only [hz]; exact summable_zero)
    have halt : Alternating threePoint := by
      intro n
      rcases n with _ | n
      · change 0 ≤ (-1 : ℝ) ^ (0 + 1) * (-1 / 2)
        norm_num
      · rw [hz, mul_zero]
    have hg : gershgorin threePoint = 2 := by
      unfold gershgorin
      rw [tsum_eq_single 0 (fun n hn => by
        obtain ⟨m, rfl⟩ := Nat.exists_eq_succ_of_ne_zero hn
        exact abs_eq_zero.2 (hz m))]
      change (1 : ℝ) + 2 * |(-1 / 2 : ℝ)| = 2
      rw [abs_of_neg (show (-1 / 2 : ℝ) < 0 by norm_num)]
      norm_num
    exact hg ▸ isGreatest_symbol hc halt
  · have hz : ∀ n : ℕ, fivePoint (n + 3) = 0 := fun _ => rfl
    have hc : Summable fivePoint :=
      (summable_nat_add_iff 3).1 (by simp only [hz]; exact summable_zero)
    have halt : Alternating fivePoint := by
      intro n
      rcases n with _ | _ | n
      · change 0 ≤ (-1 : ℝ) ^ (0 + 1) * (-2 / 3)
        norm_num
      · change 0 ≤ (-1 : ℝ) ^ (1 + 1) * (1 / 24)
        norm_num
      · rw [hz, mul_zero]
    have hg : gershgorin fivePoint = 8 / 3 := by
      unfold gershgorin
      rw [tsum_eq_sum (s := Finset.range 2) (fun n hn => by
        have h2 : 2 ≤ n := not_lt.1 fun h => hn (Finset.mem_range.2 h)
        obtain ⟨m, rfl⟩ := Nat.exists_eq_add_of_le' h2
        exact abs_eq_zero.2 (hz m)), Finset.sum_range_succ, Finset.sum_range_one]
      change (5 / 4 : ℝ) + 2 * (|(-2 / 3 : ℝ)| + |(1 / 24 : ℝ)|) = 8 / 3
      rw [abs_of_neg (show (-2 / 3 : ℝ) < 0 by norm_num),
        abs_of_pos (show (0 : ℝ) < 1 / 24 by norm_num)]
      norm_num
    exact hg ▸ isGreatest_symbol hc halt
  · have habs : ∀ n : ℕ, |sincStencil (n + 1)| = 1 / ((n + 1 : ℕ) : ℝ) ^ 2 := by
      intro n
      change |(-1 : ℝ) ^ (n + 1) / ((n + 1 : ℕ) : ℝ) ^ 2| = _
      rw [abs_div, abs_neg_one_pow, abs_of_nonneg (sq_nonneg (((n + 1 : ℕ) : ℝ)))]
    -- the off-diagonal row sum is the series of inverse squares
    have hsum : HasSum (fun n : ℕ => |sincStencil (n + 1)|) (π ^ 2 / 6) := by
      have h := (hasSum_nat_add_iff' 1).2 hasSum_zeta_two
      simp only [habs]
      simpa using h
    have hc : Summable sincStencil :=
      (summable_nat_add_iff 1).1 (summable_abs_iff.1 hsum.summable)
    have halt : Alternating sincStencil := by
      intro n
      change 0 ≤ (-1 : ℝ) ^ (n + 1) * ((-1) ^ (n + 1) / ((n + 1 : ℕ) : ℝ) ^ 2)
      rw [← mul_div_assoc]
      exact div_nonneg (mul_self_nonneg _) (sq_nonneg _)
    have hg : gershgorin sincStencil = π ^ 2 / 2 := by
      unfold gershgorin
      rw [hsum.tsum_eq]
      change π ^ 2 / 6 + 2 * (π ^ 2 / 6) = π ^ 2 / 2
      ring
    exact hg ▸ isGreatest_symbol hc halt

end

end KineticStencil
```

```lean
#print axioms KineticStencil.kinetic_planeWave
-- 'KineticStencil.kinetic_planeWave' depends on axioms: [propext, Classical.choice, Quot.sound]
#print axioms KineticStencil.isGreatest_symbol
-- 'KineticStencil.isGreatest_symbol' depends on axioms: [propext, Classical.choice, Quot.sound]
#print axioms KineticStencil.eigenvalue_bound
-- 'KineticStencil.eigenvalue_bound' depends on axioms: [propext, Classical.choice, Quot.sound]
#print axioms KineticStencil.stencil_maxima
-- 'KineticStencil.stencil_maxima' depends on axioms: [propext, Classical.choice, Quot.sound]
```
